# Two zeros of the two-fluid plasma dielectric function: plasmon and Pines' acoustic mode

Q: A formal statement about collective modes has to fix what the dielectric function ε is and what counts as a mode. Yours takes a rational function of a real variable x = ω², with ω the frequency, and calls a mode any x away from the poles at which ε vanishes. Where does the function come from?

A: From linearised hydrodynamics. Fluid j = 1, 2 has equilibrium density n_j, particle mass m_j, charge e_j and compressional speed c_j. For a longitudinal wave proportional to exp(i(qz − ωt)), with wave number q, position z and time t, let δn_j be the density change, v_j the velocity and E the total electric field. Continuity and the force equation read

−iω δn_j + iq n_j v_j = 0

−iω m_j n_j v_j = −iq m_j c_j² δn_j + e_j n_j E

Eliminating v_j gives the induced charge density, in Gaussian units,

4π e_j δn_j = iqE · w_j² / (ω² − c_j² q²),  with w_j² = 4π n_j e_j² / m_j

Gauss's law, iqE = 4π(e_1 δn_1 + e_2 δn_2 + ρ) with ρ the external charge density, becomes 4πρ = iqE ε, where

ε(q, x) = 1 − w1² / (x − c1² q²) − w2² / (x − c2² q²)

A field can persist with ρ = 0 when ε = 0. The Lean development starts from this formula as a definition: `TwoFluid` stores the plasma frequencies `w1`, `w2` and the speeds `c1`, `c2` as four real numbers, and `eps` is ε.

```lean
import Mathlib

open Filter Topology

namespace TwoFluidPlasma

noncomputable section

/-- Two charged fluids with plasma frequencies `w1`, `w2` and compressional speeds `c1`, `c2`. -/
structure TwoFluid where
  w1 : ℝ
  w2 : ℝ
  c1 : ℝ
  c2 : ℝ

namespace TwoFluid

variable (p : TwoFluid)

/-- The dielectric function at wave number `q` and squared frequency `x = ω²`. -/
def eps (q x : ℝ) : ℝ :=
  1 - p.w1 ^ 2 / (x - p.c1 ^ 2 * q ^ 2) - p.w2 ^ 2 / (x - p.c2 ^ 2 * q ^ 2)
```

Q: Why exclude the poles explicitly? A function that blows up there has no zero there.

A: In Lean a quotient with zero denominator equals zero, so at x = c1² q² the value of `eps` is 1 − w2² / ((c1² − c2²) q²), which vanishes at one positive wave number when c1 > c2 ≥ 0 and w2 > 0. The conditions x ≠ c1² q² and x ≠ c2² q² remove that spurious zero.

Q: The main theorem speaks of `lower` and `upper`. If those are definitions, the statement might only repeat them.

A: They are explicit formulas that make no reference to `eps`, and the link has to be proved. Write a = c1² q², b = c2² q² and W = w1² + w2². Over the common denominator (x − a)(x − b) the numerator of ε is

N(x) = (x − a)(x − b) − w1² (x − b) − w2² (x − a) = x² − S x + P

S = W + a + b,  P = ab + w1² b + w2² a

With u = w1² + a and v = w2² + b one has S = u + v and P = uv − w1² w2², so the discriminant is

D = S² − 4P = (u − v)² + 4 w1² w2² ≥ 0

and the roots are (S − √D)/2 and (S + √D)/2. These are `disc`, `lower` and `upper`, and like x the last two are squared frequencies. The quantity `soundSq` is the candidate squared sound speed

s² = (w1² c2² + w2² c1²) / W

```lean
/-- The discriminant of the quadratic numerator of the dielectric function. -/
def disc (q : ℝ) : ℝ :=
  (p.w1 ^ 2 + p.c1 ^ 2 * q ^ 2 - p.w2 ^ 2 - p.c2 ^ 2 * q ^ 2) ^ 2 + 4 * p.w1 ^ 2 * p.w2 ^ 2

/-- Squared frequency of the lower branch. -/
def lower (q : ℝ) : ℝ :=
  (p.w1 ^ 2 + p.w2 ^ 2 + (p.c1 ^ 2 + p.c2 ^ 2) * q ^ 2 - Real.sqrt (p.disc q)) / 2

/-- Squared frequency of the upper branch. -/
def upper (q : ℝ) : ℝ :=
  (p.w1 ^ 2 + p.w2 ^ 2 + (p.c1 ^ 2 + p.c2 ^ 2) * q ^ 2 + Real.sqrt (p.disc q)) / 2

/-- The mean of the squared speeds, each weighted by the squared plasma frequency of the
other fluid. -/
def soundSq : ℝ :=
  (p.w1 ^ 2 * p.c2 ^ 2 + p.w2 ^ 2 * p.c1 ^ 2) / (p.w1 ^ 2 + p.w2 ^ 2)
```

Q: Then show me that these are all the zeros.

A: Completing the square gives N(x) = (x − S/2)² − D/4, while (x − lower)(x − upper) = (x − S/2)² − (√D)²/4. The two differ by ((√D)² − D)/4, which is zero because D ≥ 0. In `numerator_factor`, `hD` is the sign of D, `hs` is (√D)² = D, and `linear_combination (1 / 4 : ℝ) * hs` is that subtraction. It holds for all real parameters.

```lean
/-- The numerator of the dielectric function factors over the two branches. -/
theorem numerator_factor (q x : ℝ) :
    (x - p.c1 ^ 2 * q ^ 2) * (x - p.c2 ^ 2 * q ^ 2) - p.w1 ^ 2 * (x - p.c2 ^ 2 * q ^ 2)
      - p.w2 ^ 2 * (x - p.c1 ^ 2 * q ^ 2) = (x - p.lower q) * (x - p.upper q) := by
  have hD : 0 ≤ p.disc q := by unfold disc; positivity
  have hs : Real.sqrt (p.disc q) ^ 2 =
      (p.w1 ^ 2 + p.c1 ^ 2 * q ^ 2 - p.w2 ^ 2 - p.c2 ^ 2 * q ^ 2) ^ 2
        + 4 * p.w1 ^ 2 * p.w2 ^ 2 := Real.sq_sqrt hD
  unfold lower upper
  linear_combination (1 / 4 : ℝ) * hs
```

The lemma `eps_eq` puts ε over the common denominator. Its step `key` is the identity 1 − A/u − B/v = (uv − Av − Bu)/(uv) for arbitrary reals with u and v nonzero, applied with the distances to the two poles as u and v. In `eps_eq_zero_iff` the nonzero denominator is cleared and a product vanishes when one factor does.

```lean
/-- Off the poles the dielectric function is the product of the distances to the two branches
over the product of the distances to the two poles. -/
theorem eps_eq {q x : ℝ} (ha : x ≠ p.c1 ^ 2 * q ^ 2) (hb : x ≠ p.c2 ^ 2 * q ^ 2) :
    p.eps q x = (x - p.lower q) * (x - p.upper q)
      / ((x - p.c1 ^ 2 * q ^ 2) * (x - p.c2 ^ 2 * q ^ 2)) := by
  have key : ∀ u v A B : ℝ, u ≠ 0 → v ≠ 0 →
      1 - A / u - B / v = (u * v - A * v - B * u) / (u * v) := by
    intro u v A B hu hv
    rw [eq_div_iff (mul_ne_zero hu hv)]
    linear_combination (-v) * div_mul_cancel₀ A hu - u * div_mul_cancel₀ B hv
  rw [← p.numerator_factor q x]
  exact key _ _ _ _ (sub_ne_zero.2 ha) (sub_ne_zero.2 hb)

/-- Off the poles the dielectric function vanishes exactly on the two branches. -/
theorem eps_eq_zero_iff {q x : ℝ} (ha : x ≠ p.c1 ^ 2 * q ^ 2) (hb : x ≠ p.c2 ^ 2 * q ^ 2) :
    p.eps q x = 0 ↔ x = p.lower q ∨ x = p.upper q := by
  have hd := mul_ne_zero (sub_ne_zero.2 ha) (sub_ne_zero.2 hb)
  rw [p.eps_eq ha hb, div_eq_iff hd, zero_mul, mul_eq_zero, sub_eq_zero, sub_eq_zero]
```

Q: A root could still sit on a pole, or the two roots could coincide, and then your count of two fails.

A: The ordering rules out both. Assume w1, w2, q > 0 and c1 > c2 ≥ 0. Then c2² < c1², where c2 ≥ 0 is what allows the squaring, and so b < a. At the poles,

N(a) = −w1² (a − b) < 0,  N(b) = w2² (a − b) > 0

From (a − lower)(a − upper) < 0 and lower ≤ upper it follows that lower < a < upper. Since b < a < upper, the factor b − upper is negative, and N(b) > 0 then forces b < lower. In `modes_order` the two signs are `fa` and `fb`. Each inequality is obtained by contradiction: its negation would give the product of the two factors the wrong sign, which `mul_nonneg` expresses. Because b ≥ 0, both roots are positive and each gives a pair of real frequencies ±√x.

```lean
/-- For `w1, w2, q > 0` and `c1 > c2 ≥ 0` the lower branch lies strictly between the two poles
and the upper branch above both. -/
theorem modes_order (h1 : 0 < p.w1) (h2 : 0 < p.w2) (hc : p.c2 < p.c1) (hc2 : 0 ≤ p.c2)
    {q : ℝ} (hq : 0 < q) :
    p.c2 ^ 2 * q ^ 2 < p.lower q ∧ p.lower q < p.c1 ^ 2 * q ^ 2 ∧
      p.c1 ^ 2 * q ^ 2 < p.upper q := by
  have hcc : p.c2 ^ 2 < p.c1 ^ 2 := by nlinarith
  have hab : p.c2 ^ 2 * q ^ 2 < p.c1 ^ 2 * q ^ 2 := mul_lt_mul_of_pos_right hcc (pow_pos hq 2)
  have hle : p.lower q ≤ p.upper q := by
    have := Real.sqrt_nonneg (p.disc q)
    unfold lower upper
    linarith
  -- the numerator is negative at the upper pole and positive at the lower pole
  have fa : (p.c1 ^ 2 * q ^ 2 - p.lower q) * (p.c1 ^ 2 * q ^ 2 - p.upper q) < 0 := by
    rw [← p.numerator_factor]
    nlinarith [mul_pos (pow_pos h1 2) (sub_pos.2 hab)]
  have fb : 0 < (p.c2 ^ 2 * q ^ 2 - p.lower q) * (p.c2 ^ 2 * q ^ 2 - p.upper q) := by
    rw [← p.numerator_factor]
    nlinarith [mul_pos (pow_pos h2 2) (sub_pos.2 hab)]
  have hup : p.c1 ^ 2 * q ^ 2 < p.upper q := by
    by_contra h
    have h := not_lt.1 h
    have := mul_nonneg (sub_nonneg.2 (hle.trans h)) (sub_nonneg.2 h)
    linarith
  refine ⟨?_, ?_, hup⟩
  · by_contra h
    have := mul_nonneg (sub_nonneg.2 (not_lt.1 h)) (sub_nonneg.2 (hab.trans hup).le)
    nlinarith
  · by_contra h
    have := mul_nonneg (sub_nonneg.2 (not_lt.1 h)) (sub_nonneg.2 hup.le)
    nlinarith
```

Q: In what sense is the lower root the out-of-phase mode? So far it is a number in an interval.

A: By the first step of the derivation, the induced charge of fluid j is iqE/4π times the response term w_j² / (x − c_j² q²). On the lower branch x − a < 0 < x − b, so the term of fluid 1 is negative and that of fluid 2 positive: the two charge densities oscillate in opposition. On the upper branch both denominators are positive and the charges add. The theorem `response_signs` states the four signs and reads them off the ordering. It speaks of the terms themselves, and their meaning as charge densities comes from the fluid equations.

```lean
/-- For `w1, w2, q > 0` and `c1 > c2 ≥ 0` the response terms of the two fluids have opposite
signs on the lower branch and are both
positive on the upper branch. -/
theorem response_signs (h1 : 0 < p.w1) (h2 : 0 < p.w2) (hc : p.c2 < p.c1) (hc2 : 0 ≤ p.c2)
    {q : ℝ} (hq : 0 < q) :
    (p.w1 ^ 2 / (p.lower q - p.c1 ^ 2 * q ^ 2) < 0 ∧
      0 < p.w2 ^ 2 / (p.lower q - p.c2 ^ 2 * q ^ 2)) ∧
    (0 < p.w1 ^ 2 / (p.upper q - p.c1 ^ 2 * q ^ 2) ∧
      0 < p.w2 ^ 2 / (p.upper q - p.c2 ^ 2 * q ^ 2)) := by
  obtain ⟨o1, o2, o3⟩ := p.modes_order h1 h2 hc hc2 hq
  exact ⟨⟨div_neg_of_pos_of_neg (pow_pos h1 2) (by linarith), div_pos (pow_pos h2 2) (by linarith)⟩,
    div_pos (pow_pos h1 2) (by linarith), div_pos (pow_pos h2 2) (by linarith)⟩
```

Q: And the long-wavelength limits? "Acoustic" should mean ω proportional to q.

A: It does, in the form lower/q² → s². The filter `𝓝[>] 0` is the limit q → 0 through positive values. The upper branch comes first. It is continuous in q, and

D at q = 0 is (w1² − w2²)² + 4 w1² w2² = W²

so upper equals (W + W)/2 = W there. In `upper_tendsto`, `fun_prop` supplies continuity, `h0` is the value, and `mono_left` restricts the two-sided limit to q > 0. No hypothesis on the parameters enters.

```lean
/-- At long wavelength the upper branch tends to the total squared plasma frequency. -/
theorem upper_tendsto : Tendsto p.upper (𝓝[>] 0) (𝓝 (p.w1 ^ 2 + p.w2 ^ 2)) := by
  have hcont : Continuous fun q : ℝ => p.upper q := by
    unfold upper disc
    fun_prop
  have h0 : p.upper 0 = p.w1 ^ 2 + p.w2 ^ 2 := by
    have hd : p.disc 0 = (p.w1 ^ 2 + p.w2 ^ 2) ^ 2 := by unfold disc; ring
    unfold upper
    rw [hd, Real.sqrt_sq (by positivity)]
    ring
  exact (hcont.tendsto' 0 _ h0).mono_left nhdsWithin_le_nhds
```

For the lower branch the formula (S − √D)/(2q²) is of the type 0/0, and the product of the roots avoids expanding the square root. Setting x = 0 in the factorisation gives lower · upper = P, and P carries a factor q²:

lower / q² = (c1² c2² q² + w1² c2² + w2² c1²) / upper

The numerator tends to w1² c2² + w2² c1² (`hN`), the denominator to W > 0, and the quotient to s² (`hquot`). Then `congr'` transfers the limit to lower/q², since the two functions agree for q > 0; after cross-multiplying with `hu`, that agreement is `p.numerator_factor q 0`. The only hypothesis is W > 0.

```lean
/-- For `w1² + w2² > 0` the lower branch over `q²` tends to `soundSq` as `q → 0⁺`. -/
theorem lower_tendsto (hw : 0 < p.w1 ^ 2 + p.w2 ^ 2) :
    Tendsto (fun q => p.lower q / q ^ 2) (𝓝[>] 0) (𝓝 p.soundSq) := by
  have hcont : Continuous fun q : ℝ =>
      p.c1 ^ 2 * p.c2 ^ 2 * q ^ 2 + (p.w1 ^ 2 * p.c2 ^ 2 + p.w2 ^ 2 * p.c1 ^ 2) := by
    fun_prop
  have hN := (hcont.tendsto' 0 (p.w1 ^ 2 * p.c2 ^ 2 + p.w2 ^ 2 * p.c1 ^ 2)
    (by simp)).mono_left (nhdsWithin_le_nhds (s := Set.Ioi 0))
  have hquot : Tendsto (fun q : ℝ => (p.c1 ^ 2 * p.c2 ^ 2 * q ^ 2
      + (p.w1 ^ 2 * p.c2 ^ 2 + p.w2 ^ 2 * p.c1 ^ 2)) / p.upper q) (𝓝[>] 0) (𝓝 p.soundSq) :=
    hN.div p.upper_tendsto hw.ne'
  refine hquot.congr' ?_
  filter_upwards [self_mem_nhdsWithin] with q hq
  have hq : (0 : ℝ) < q := hq
  have hu : 0 < p.upper q := by
    have h1 := Real.sqrt_nonneg (p.disc q)
    have h2 : 0 ≤ (p.c1 ^ 2 + p.c2 ^ 2) * q ^ 2 := by positivity
    unfold upper
    linarith
  -- the product of the two roots is the numerator at `x = 0`
  rw [div_eq_div_iff hu.ne' (pow_pos hq 2).ne']
  linear_combination p.numerator_factor q 0
```

The sum of the roots is S, so (upper − W)/q² = c1² + c2² − lower/q², which tends to

c1² + c2² − s² = (w1² c1² + w2² c2²) / W

This is the leading plasmon dispersion, `upper_dispersion`, with `hval` the algebra of the last line. Here each squared speed is weighted by its own fluid's w², whereas in s² it is weighted by the other's.

```lean
/-- For `w1² + w2² > 0` and `q → 0⁺`, the shift of the upper branch from the total squared
plasma frequency, over `q²`, tends to
the mean of the squared speeds weighted by each fluid's own squared plasma frequency. -/
theorem upper_dispersion (hw : 0 < p.w1 ^ 2 + p.w2 ^ 2) :
    Tendsto (fun q => (p.upper q - (p.w1 ^ 2 + p.w2 ^ 2)) / q ^ 2) (𝓝[>] 0)
      (𝓝 ((p.w1 ^ 2 * p.c1 ^ 2 + p.w2 ^ 2 * p.c2 ^ 2) / (p.w1 ^ 2 + p.w2 ^ 2))) := by
  have hval : p.c1 ^ 2 + p.c2 ^ 2 - p.soundSq =
      (p.w1 ^ 2 * p.c1 ^ 2 + p.w2 ^ 2 * p.c2 ^ 2) / (p.w1 ^ 2 + p.w2 ^ 2) := by
    unfold soundSq
    rw [eq_div_iff hw.ne', sub_mul, div_mul_cancel₀ _ hw.ne']
    ring
  rw [← hval]
  refine ((p.lower_tendsto hw).const_sub (p.c1 ^ 2 + p.c2 ^ 2)).congr' ?_
  filter_upwards [self_mem_nhdsWithin] with q hq
  have hq : (0 : ℝ) < q := hq
  have hq2 := (pow_pos hq 2).ne'
  -- the sum of the two roots
  rw [eq_div_iff hq2, sub_mul, div_mul_cancel₀ _ hq2]
  unfold lower upper
  ring
```

Q: Read me the final statement.

A: For w1 > 0, w2 > 0 and c1 > c2 ≥ 0, `two_modes` says three things. For every q > 0 the set of real x off both poles with ε = 0 equals {lower, upper}, and c2² q² < lower < c1² q² < upper, so the set has exactly two elements. As q → 0 from above, upper tends to W. In the same limit lower/q² tends to s². The set equality is proved in two directions: a zero off the poles is a root by `eps_eq_zero_iff`, and each root is off the poles by the ordering, hence a zero.

```lean
/-- Let `w1, w2 > 0` and `c1 > c2 ≥ 0`. For `q > 0` the dielectric function has exactly two zeros off its
poles, one between `c2² q²` and `c1² q²` and one above. As `q → 0⁺` the upper tends to
`w1² + w2²` and the lower over `q²` tends to `soundSq`. -/
theorem two_modes (h1 : 0 < p.w1) (h2 : 0 < p.w2) (hc : p.c2 < p.c1) (hc2 : 0 ≤ p.c2) :
    (∀ q, 0 < q →
      {x | x ≠ p.c1 ^ 2 * q ^ 2 ∧ x ≠ p.c2 ^ 2 * q ^ 2 ∧ p.eps q x = 0}
        = {p.lower q, p.upper q} ∧
      p.c2 ^ 2 * q ^ 2 < p.lower q ∧ p.lower q < p.c1 ^ 2 * q ^ 2 ∧
      p.c1 ^ 2 * q ^ 2 < p.upper q) ∧
    Tendsto p.upper (𝓝[>] 0) (𝓝 (p.w1 ^ 2 + p.w2 ^ 2)) ∧
    Tendsto (fun q => p.lower q / q ^ 2) (𝓝[>] 0) (𝓝 p.soundSq) := by
  refine ⟨fun q hq => ?_, p.upper_tendsto, p.lower_tendsto (by positivity)⟩
  obtain ⟨o1, o2, o3⟩ := p.modes_order h1 h2 hc hc2 hq
  refine ⟨?_, o1, o2, o3⟩
  ext x
  simp only [Set.mem_ofPred_eq, Set.mem_insert_iff, Set.mem_singleton_iff]
  constructor
  · rintro ⟨ha, hb, h⟩
    exact (p.eps_eq_zero_iff ha hb).1 h
  · rintro (rfl | rfl)
    · exact ⟨o2.ne, o1.ne', (p.eps_eq_zero_iff o2.ne o1.ne').2 (Or.inl rfl)⟩
    · have o4 := (o1.trans (o2.trans o3)).ne'
      exact ⟨o3.ne', o4, (p.eps_eq_zero_iff o3.ne' o4).2 (Or.inr rfl)⟩
```

Q: Pines' mode belongs to a metal with two bands of carriers. Is that what was proved?

A: What was proved is its hydrodynamic form. The result bears on two-band metals and electron–hole plasmas in so far as each group of carriers acts as a lossless fluid with one speed, coupled to the other only through the field. The random phase approximation for free carriers puts a Lindhard function in place of each term, with an imaginary part that is nonzero inside the particle–hole continuum. If c1 does not exceed the Fermi velocity of the fast carriers, the lower mode, being slower than c1, would at small q lie inside their continuum and be Landau damped; that expectation comes from kinetic theory and no theorem here addresses it. Real x, no collisions, no interband transitions and a background dielectric constant of one are all fixed by `eps`, and the values of c1 and c2 in terms of Fermi velocities are left open.

Q: Give me a limit I can recognise.

A: Take c2 = 0, which the hypotheses allow. The lower pole is at x = 0, the lower root lies between 0 and c1² q², and s² = c1² w2² / W. For equal densities and charges of equal magnitude w_j² is proportional to 1/m_j, so

s² = c1² m1 / (m1 + m2)

Fluid 1 supplies the pressure and the total mass the inertia. With fluid 1 the light species, as for electrons among cold ions, this is the ion-acoustic form.

Q: And when the speeds are equal?

A: Then a = b and the two terms merge into ε = 1 − W/(x − a), which off the pole vanishes exactly when x = W + a. The interval that held the lower zero has closed: D = W², so lower = a, which is the pole. The fluid equations still admit an oscillation at ω² = a, with E = 0 and e_1 δn_1 + e_2 δn_2 = 0, but it carries no field and is not a zero of ε. The theorem `equal_speeds` states this equivalence; its proof adds the two fractions with `add_div`, clears the denominator, and finishes both directions with `linarith`. Two zeros therefore require different speeds, and c1 > c2 labels the faster fluid as 1.

```lean
/-- For equal speeds and `x` off the pole, the dielectric function vanishes exactly when
`x = w1² + w2² + c1² q²`. -/
theorem equal_speeds (hc : p.c1 = p.c2) {q x : ℝ} (hx : x ≠ p.c1 ^ 2 * q ^ 2) :
    p.eps q x = 0 ↔ x = p.w1 ^ 2 + p.w2 ^ 2 + p.c1 ^ 2 * q ^ 2 := by
  unfold eps
  rw [← hc, sub_sub, ← add_div, sub_eq_zero, eq_div_iff (sub_ne_zero.2 hx)]
  constructor <;> intro h <;> linarith

end TwoFluid

end

end TwoFluidPlasma
```

```lean
#print axioms TwoFluidPlasma.TwoFluid.response_signs
-- 'TwoFluidPlasma.TwoFluid.response_signs' depends on axioms: [propext, Classical.choice, Quot.sound]
#print axioms TwoFluidPlasma.TwoFluid.upper_dispersion
-- 'TwoFluidPlasma.TwoFluid.upper_dispersion' depends on axioms: [propext, Classical.choice, Quot.sound]
#print axioms TwoFluidPlasma.TwoFluid.two_modes
-- 'TwoFluidPlasma.TwoFluid.two_modes' depends on axioms: [propext, Classical.choice, Quot.sound]
#print axioms TwoFluidPlasma.TwoFluid.equal_speeds
-- 'TwoFluidPlasma.TwoFluid.equal_speeds' depends on axioms: [propext, Classical.choice, Quot.sound]
```
